# The cell shape factor of the image-charge correction: −π/(3α) for the cube, −1/3 for the equal-volume ball

## Definitions and conventions

Positions are vectors x = (x₀, x₁, x₂) in three-dimensional Euclidean space, r = |x|, and the point charge sits at the origin, which is the centre of the cell W. The cell average of a function f and the second moment M of the cell are

⟨f⟩ = (1/vol W) ∫_W f(x) d³x

M = ⟨r²⟩

Given a length L, a dimensionless Madelung constant α and a dielectric constant ε, the shape factor c and the scaling factor s are

c = −4πM / (3αL²)

s(c, ε) = 1 + c (1 − 1/ε)

L is the cube root of the cell volume. Energies are in Gaussian or atomic units, where two unit charges at distance r have energy 1/r, and α is fixed by E = −α/(2L), so that a negative energy gives a positive α. For the cube, E is the energy per cell of the periodic lattice of unit point charges in a uniform neutralising background; for the ball, E is the energy of a single unit point charge at the centre of its own neutralising ball, without periodic images. Two kinds of cell occur: the cuboid |xᵢ| ≤ aᵢ/2 with edges a₀, a₁, a₂, which is the cube when all edges equal L, and the ball of radius R. When 4πR³/3 = L³, R is the Wigner–Seitz radius often written rs.

## The result

For a cuboid with positive edges, M = (a₀² + a₁² + a₂²)/12. For the cube with L > 0 and any α in [2.837, 2.838],

M = L²/4,  c = −π/(3α),  −0.3692 < c < −0.3689.

For the ball of volume L³,

M = (3/5)R²,  E = −9/(10R),  α = (9/5) L/R,  c = −1/3.

As ε → ∞, s tends to 2/3 for the ball and to 1 − π/(3α) for the cube, and these two limits differ by less than 0.036.

## Where a code relies on it

In image-charge corrections for a defect of charge q in a periodic supercell, the monopole term q²α/(2εL) can be multiplied by s, within a model that treats the host as an isotropic dielectric with one scalar ε and spreads the delocalised screening charge uniformly over the cell. The form of s comes from the next term of the expansion in 1/L, taken in its form for cubic cells, −2πqQ₂/(3εL³), with Q₂ the second radial moment of the charge. A charge q(1 − 1/ε) spread uniformly over the cell has Q₂ = q(1 − 1/ε)M, and the ratio of the two terms is

−4πQ₂/(3qαL²) = c (1 − 1/ε).

That step motivates the definitions of c and s and is not among the statements checked below. Two possible ways of applying this scaling are to evaluate M and α for the cell at hand, or to fix the factor at 2/3. In the first case the closed forms for M are reference values for the routine that averages r² over the cell. In the second, the result bounds the replacement error for a cubic cell at large ε: less than 0.036 in s, since the cube's limit 1 + c lies between 0.6308 and 0.6311.

## Derivation

Cuboid. An integral of a monomial with exponents n₀, n₁, n₂ factorises over the three coordinate ranges:

∫ x₀^n₀ x₁^n₁ x₂^n₂ d³x = ∏ᵢ [ (aᵢ/2)^(nᵢ+1) − (−aᵢ/2)^(nᵢ+1) ] / (nᵢ+1)

A factor with nᵢ = 0 equals aᵢ and one with nᵢ = 2 equals 2(aᵢ/2)³/3 = aᵢ³/12. Hence the volume is V = a₀a₁a₂, and ∫ xⱼ² d³x = V aⱼ²/12 for j = 0, 1, 2. Since r² = x₀² + x₁² + x₂², adding the three integrals and dividing by V gives M = (a₀² + a₁² + a₂²)/12.

Cube. With all edges L, M = 3L²/12 = L²/4, and

c = −4π(L²/4)/(3αL²) = −π/(3α).

For 2.837 ≤ α ≤ 2.838 we have 8.511 ≤ 3α ≤ 8.514. Then π < 3.1416 < 0.3692 × 8.511 gives π/(3α) < 0.3692, and 0.3689 × 8.514 < 3.1415 < π gives π/(3α) > 0.3689.

Ball. For a function f of r alone, spherical coordinates give

⟨f⟩ = 4π ∫₀ᴿ r² f(r) dr / (4πR³/3) = (3/R³) ∫₀ᴿ r² f(r) dr.

With f = r² this is M = (3/R³)(R⁵/5) = (3/5)R².

For the energy, build the background of total charge −1 outward from the unit point charge. Let Q(r) = r³/R³ be the volume fraction inside radius r. When the shell at r, of charge −dQ, is added, the net charge inside is 1 − Q(r) and the potential at the shell is (1 − Q(r))/r. Summing the contributions (Q − 1) dQ/r is the same as averaging (Q − 1)/r over the ball:

E = (3/R³) ∫₀ᴿ r² (r³/R³ − 1)/r dr = (3/R³) ∫₀ᴿ (r⁴/R³ − r) dr

E = (3/R³)(R²/5 − R²/2) = −9/(10R)

So α = −2LE = (9/5) L/R, and

c = −4π(3/5)R² / (3 · (9/5)(L/R) · L²) = −4πR³/(9L³) = −(1/3) (4πR³/3)/L³.

Equal volume, L³ = 4πR³/3, gives c = −1/3.

Limit. As ε → ∞, 1/ε → 0 and s → 1 + c. This is 2/3 for the ball. For the cube, 1 − π/(3α) − 2/3 = 1/3 − π/(3α) lies between 1/3 − 0.3692 and 1/3 − 0.3689, so its magnitude is below 0.036.

## The Lean file

```lean
import Mathlib

open MeasureTheory Set Metric Filter
open scoped Real Topology

namespace ShapeFactor

noncomputable section

/-- Three-dimensional Euclidean space. -/
abbrev Space := EuclideanSpace ℝ (Fin 3)

/-- Average of `f` over the cell `W`. -/
def cellAvg (W : Set Space) (f : Space → ℝ) : ℝ := (∫ x in W, f x) / volume.real W

/-- The cell average `M` of `r²`. -/
def secondMoment (W : Set Space) : ℝ := cellAvg W fun x => ‖x‖ ^ 2

/-- The shape factor `c = -4πM / (3αL²)` of the cell `W`. -/
def shapeFactor (W : Set Space) (α L : ℝ) : ℝ := -(4 * π * secondMoment W) / (3 * α * L ^ 2)

/-- The scaling factor `1 + c (1 - 1/ε)` at dielectric constant `ε`. -/
def scaling (c ε : ℝ) : ℝ := 1 + c * (1 - ε⁻¹)

/-- The cuboid centred at the origin with edges `a 0, a 1, a 2`. -/
def cuboid (a : Fin 3 → ℝ) : Set Space := {x | ∀ i, |x i| ≤ a i / 2}

/-- The cube of edge `L` centred at the origin. -/
def cube (L : ℝ) : Set Space := cuboid fun _ => L

/-- The coordinate ranges of the cuboid, as a product of intervals. -/
def box (a : Fin 3 → ℝ) : Set (Fin 3 → ℝ) := univ.pi fun i => Icc (-(a i / 2)) (a i / 2)

/-- Energy of a unit point charge in a uniform neutralising ball of radius `R`, assembled
shell by shell: the ball average of `(Q(r) - 1)/r`, `Q(r)` the enclosed volume fraction. -/
def ballEnergy (R : ℝ) : ℝ :=
  cellAvg (ball 0 R) fun x =>
    (volume.real (ball (0 : Space) ‖x‖) / volume.real (ball (0 : Space) R) - 1) / ‖x‖

/-- The Madelung constant of the ball for the length `L`, fixed by `E = -α/(2L)`. -/
def ballMadelung (L R : ℝ) : ℝ := -2 * L * ballEnergy R

/-- An integral over the cuboid is the integral over its coordinate ranges. -/
theorem integral_cuboid (a : Fin 3 → ℝ) (g : (Fin 3 → ℝ) → ℝ) :
    ∫ x in cuboid a, g x.ofLp = ∫ y in box a, g y := by
  have hm : MeasurePreserving (MeasurableEquiv.toLp 2 (Fin 3 → ℝ)).symm volume volume := by
    exact EuclideanSpace.volume_preserving_symm_measurableEquiv_toLp _
  have hs : cuboid a = (MeasurableEquiv.toLp 2 (Fin 3 → ℝ)).symm ⁻¹' box a := by
    ext x
    exact ⟨fun h i _ => abs_le.1 (h i), fun h i => abs_le.2 (h i (mem_univ i))⟩
  rw [hs]
  exact hm.setIntegral_preimage_emb (MeasurableEquiv.measurableEmbedding _) g _

/-- The integral of a monomial over the box factorises into one-dimensional integrals. -/
theorem integral_box_monomial {a : Fin 3 → ℝ} (ha : ∀ i, 0 < a i) (n : Fin 3 → ℕ) :
    ∫ y in box a, ∏ i, y i ^ n i
      = ∏ i, ((a i / 2) ^ (n i + 1) - (-(a i / 2)) ^ (n i + 1)) / (n i + 1) := by
  have h : (volume : Measure (Fin 3 → ℝ)).restrict (box a)
      = Measure.pi fun i => volume.restrict (Icc (-(a i / 2)) (a i / 2)) :=
    Measure.restrict_pi_pi (fun _ : Fin 3 => (volume : Measure ℝ)) _
  rw [h]
  refine (integral_fintype_prod_eq_prod (fun i (t : ℝ) => t ^ n i)).trans ?_
  refine Finset.prod_congr rfl fun i _ => ?_
  have hle : -(a i / 2) ≤ a i / 2 := by linarith [ha i]
  rw [integral_Icc_eq_integral_Ioc, ← intervalIntegral.integral_of_le hle, integral_pow]

/-- A cuboid with positive edges `a 0, a 1, a 2` has volume `a 0 * a 1 * a 2` and `M = (a 0 ^ 2 + a 1 ^ 2 + a 2 ^ 2) / 12`. -/
theorem moment_cuboid {a : Fin 3 → ℝ} (ha : ∀ i, 0 < a i) :
    volume.real (cuboid a) = a 0 * a 1 * a 2 ∧
      secondMoment (cuboid a) = (a 0 ^ 2 + a 1 ^ 2 + a 2 ^ 2) / 12 := by
  have hv : ∫ _y in box a, (1 : ℝ) = a 0 * a 1 * a 2 := by
    have := integral_box_monomial ha fun _ => 0
    simp only [pow_zero, Finset.prod_const_one] at this
    rw [this, Fin.prod_univ_three]; push_cast; ring
  have hV : volume.real (cuboid a) = a 0 * a 1 * a 2 := by
    rw [← hv, ← integral_cuboid a fun _ => 1, setIntegral_const, smul_eq_mul, mul_one]
  have h0 : ∫ y in box a, y 0 ^ 2 = a 0 * a 1 * a 2 * a 0 ^ 2 / 12 := by
    have := integral_box_monomial ha ![2, 0, 0]
    simp [Fin.prod_univ_three] at this
    rw [this]; ring
  have h1 : ∫ y in box a, y 1 ^ 2 = a 0 * a 1 * a 2 * a 1 ^ 2 / 12 := by
    have := integral_box_monomial ha ![0, 2, 0]
    simp [Fin.prod_univ_three] at this
    rw [this]; ring
  have h2 : ∫ y in box a, y 2 ^ 2 = a 0 * a 1 * a 2 * a 2 ^ 2 / 12 := by
    have := integral_box_monomial ha ![0, 0, 2]
    simp [Fin.prod_univ_three] at this
    rw [this]; ring
  have hc : IsCompact (box a) := isCompact_univ_pi fun i => isCompact_Icc
  have hi : ∀ j, Integrable (fun y : Fin 3 → ℝ => y j ^ 2) (volume.restrict (box a)) :=
    fun j => (by fun_prop : Continuous fun y : Fin 3 → ℝ => y j ^ 2).continuousOn
      |>.integrableOn_compact hc
  have h01 : Integrable (fun y : Fin 3 → ℝ => y 0 ^ 2 + y 1 ^ 2) (volume.restrict (box a)) :=
    (hi 0).add (hi 1)
  have hn : ∀ x : Space, ‖x‖ ^ 2 = x 0 ^ 2 + x 1 ^ 2 + x 2 ^ 2 := fun x => by
    rw [EuclideanSpace.norm_sq_eq, Fin.sum_univ_three]
    simp only [Real.norm_eq_abs, sq_abs]
  have hI : ∫ x in cuboid a, ‖x‖ ^ 2 = ∫ y in box a, (y 0 ^ 2 + y 1 ^ 2 + y 2 ^ 2) := by
    simp only [hn]
    exact integral_cuboid a fun y => y 0 ^ 2 + y 1 ^ 2 + y 2 ^ 2
  refine ⟨hV, ?_⟩
  show (∫ x in cuboid a, ‖x‖ ^ 2) / volume.real (cuboid a) = _
  rw [hI, hV, integral_add h01 (hi 2), integral_add (hi 0) (hi 1), h0, h1, h2]
  have := (ha 0).ne'; have := (ha 1).ne'; have := (ha 2).ne'
  field_simp

/-- For the cube `M = L²/4` and `c = -π/(3α)`; with `α ∈ [2.837, 2.838]` this gives
`-0.3692 < c < -0.3689`. -/
theorem shapeFactor_cube {L α : ℝ} (hL : 0 < L) (hα : α ∈ Icc (2.837 : ℝ) 2.838) :
    secondMoment (cube L) = L ^ 2 / 4 ∧ shapeFactor (cube L) α L = -(π / (3 * α)) ∧
      -0.3692 < shapeFactor (cube L) α L ∧ shapeFactor (cube L) α L < -0.3689 := by
  have hM : secondMoment (cube L) = L ^ 2 / 4 :=
    (moment_cuboid (a := fun _ => L) fun _ => hL).2.trans (by ring)
  have hα0 : 0 < α := by linarith [hα.1]
  have h3 : 0 < 3 * α := by positivity
  have hc : shapeFactor (cube L) α L = -(π / (3 * α)) := by
    rw [shapeFactor, hM]; field_simp
  have b1 : π / (3 * α) < 0.3692 := by
    rw [div_lt_iff₀ h3]; linarith [Real.pi_lt_d4, hα.1]
  have b2 : 0.3689 < π / (3 * α) := by
    rw [lt_div_iff₀ h3]; linarith [Real.pi_gt_d4, hα.2]
  exact ⟨hM, hc, by rw [hc]; linarith, by rw [hc]; linarith⟩

/-- The ball of radius `R` has volume `4πR³/3`. -/
theorem ball_volume {R : ℝ} (hR : 0 ≤ R) :
    volume.real (ball (0 : Space) R) = 4 * π / 3 * R ^ 3 := by
  have hp : 0 ≤ π * 4 / 3 := by positivity
  rw [measureReal_def, EuclideanSpace.volume_ball_fin_three, ENNReal.toReal_mul,
    ENNReal.toReal_pow, ENNReal.toReal_ofReal hR, ENNReal.toReal_ofReal hp]
  ring

/-- The ball average of a radial function is `(3/R³) ∫₀ᴿ r² f(r) dr`. -/
theorem cellAvg_ball (f : ℝ → ℝ) {R : ℝ} (hR : 0 < R) :
    cellAvg (ball 0 R) (fun x => f ‖x‖) = 3 / R ^ 3 * ∫ r in (0 : ℝ)..R, r ^ 2 * f r := by
  -- spherical coordinates for the function cut off at `R`
  have h := integral_fun_norm_addHaar (volume : Measure Space) ((Iio R).indicator f)
  have h1 : ∫ x in ball (0 : Space) R, f ‖x‖ = ∫ x : Space, (Iio R).indicator f ‖x‖ := by
    rw [← integral_indicator measurableSet_ball]
    refine integral_congr_ae (Eventually.of_forall fun x => ?_)
    by_cases hx : ‖x‖ < R <;> simp [Set.indicator, hx]
  have h2 : ∫ y in Ioi (0 : ℝ), y ^ (3 - 1 : ℕ) • (Iio R).indicator f y
      = ∫ r in (0 : ℝ)..R, r ^ 2 * f r := by
    rw [intervalIntegral.integral_of_le hR.le, integral_Ioc_eq_integral_Ioo, ← Ioi_inter_Iio,
      ← setIntegral_indicator measurableSet_Iio]
    refine integral_congr_ae (Eventually.of_forall fun y => ?_)
    by_cases hy : y < R <;> simp [Set.indicator, hy]
  rw [finrank_euclideanSpace_fin, h2, ball_volume zero_le_one, nsmul_eq_mul, smul_eq_mul] at h
  show (∫ x in ball (0 : Space) R, f ‖x‖) / volume.real (ball (0 : Space) R) = _
  rw [h1, h, ball_volume hR.le]
  generalize (∫ r in (0 : ℝ)..R, r ^ 2 * f r) = I
  push_cast
  field_simp

/-- For the ball of radius `R`, `M = (3/5) R²`. -/
theorem moment_ball {R : ℝ} (hR : 0 < R) : secondMoment (ball 0 R) = 3 / 5 * R ^ 2 := by
  refine (cellAvg_ball (fun r => r ^ 2) hR).trans ?_
  have e : ∫ r in (0 : ℝ)..R, r ^ 2 * r ^ 2 = R ^ 5 / 5 := by
    simp_rw [← pow_add]; rw [integral_pow]; norm_num
  show 3 / R ^ 3 * (∫ r in (0 : ℝ)..R, r ^ 2 * r ^ 2) = _
  rw [e]; field_simp <;> ring

/-- The ball energy is `-9/(10R)` and the Madelung constant is `α = (9/5) L/R`. -/
theorem madelung_ball (L : ℝ) {R : ℝ} (hR : 0 < R) :
    ballEnergy R = -9 / (10 * R) ∧ ballMadelung L R = 9 / 5 * L / R := by
  have hE : ballEnergy R = -9 / (10 * R) := by
    refine (cellAvg_ball (fun r => (volume.real (ball (0 : Space) r) /
      volume.real (ball (0 : Space) R) - 1) / r) hR).trans ?_
    have i1 : IntervalIntegrable (fun r : ℝ => r ^ 4 / R ^ 3) volume 0 R :=
      Continuous.intervalIntegrable (by fun_prop) _ _
    have i2 : IntervalIntegrable (fun r : ℝ => r) volume 0 R :=
      Continuous.intervalIntegrable (by fun_prop) _ _
    -- the enclosed fraction is `r³/R³`
    have e : EqOn (fun r : ℝ => r ^ 2 * ((volume.real (ball (0 : Space) r) /
        volume.real (ball (0 : Space) R) - 1) / r)) (fun r => r ^ 4 / R ^ 3 - r) (uIcc 0 R) := by
      intro r hr
      rw [uIcc_of_le hR.le] at hr
      beta_reduce
      rw [ball_volume hr.1, ball_volume hR.le]
      rcases hr.1.eq_or_lt with h | h
      · rw [← h]; simp
      · field_simp <;> ring
    beta_reduce
    rw [intervalIntegral.integral_congr e, intervalIntegral.integral_sub i1 i2,
      intervalIntegral.integral_div, integral_pow, integral_id]
    push_cast
    field_simp <;> ring
  exact ⟨hE, by rw [ballMadelung, hE]; field_simp <;> ring⟩

/-- For the ball of volume `L³` the shape factor is exactly `-1/3`. -/
theorem shapeFactor_ball {L R : ℝ} (hR : 0 < R) (hV : L ^ 3 = volume.real (ball (0 : Space) R)) :
    shapeFactor (ball 0 R) (ballMadelung L R) L = -1 / 3 := by
  rw [ball_volume hR.le] at hV
  have hL : L ≠ 0 := by
    have h3 : L ^ 3 ≠ 0 := by rw [hV]; positivity
    intro h
    exact h3 (by rw [h]; norm_num)
  have hpi : π = 3 * L ^ 3 / (4 * R ^ 3) := by rw [hV]; field_simp
  rw [shapeFactor, moment_ball hR, (madelung_ball L hR).2, hpi]
  field_simp <;> ring

/-- Two-thirds rule: as `ε → ∞` the scaling factor tends to `2/3` for the equal-volume ball,
and for the cube with `α ∈ [2.837, 2.838]` to `1 - π/(3α)`, within `0.036` of `2/3`. -/
theorem two_thirds_rule {L R α : ℝ} (hL : 0 < L) (hR : 0 < R)
    (hV : volume.real (cube L) = volume.real (ball (0 : Space) R))
    (hα : α ∈ Icc (2.837 : ℝ) 2.838) :
    Tendsto (scaling (shapeFactor (ball 0 R) (ballMadelung L R) L)) atTop (𝓝 (2 / 3)) ∧
      Tendsto (scaling (shapeFactor (cube L) α L)) atTop (𝓝 (1 - π / (3 * α))) ∧
      |1 - π / (3 * α) - 2 / 3| < 0.036 := by
  have lim : ∀ c : ℝ, Tendsto (scaling c) atTop (𝓝 (1 + c)) := fun c => by
    have t : Tendsto (fun ε : ℝ => 1 + c * (1 - ε⁻¹)) atTop (𝓝 (1 + c * (1 - 0))) :=
      ((tendsto_inv_atTop_zero.const_sub 1).const_mul c).const_add 1
    rw [sub_zero, mul_one] at t
    exact t
  have hc : volume.real (cube L) = L * L * L := (moment_cuboid (a := fun _ => L) fun _ => hL).1
  obtain ⟨-, e, b1, b2⟩ := shapeFactor_cube hL hα
  rw [e] at b1 b2
  refine ⟨?_, ?_, abs_lt.2 ⟨by linarith, by linarith⟩⟩
  · rw [shapeFactor_ball hR (by rw [← hV, hc]; ring), show (2 / 3 : ℝ) = 1 + -1 / 3 by norm_num]
    exact lim _
  · rw [e, sub_eq_add_neg]
    exact lim _

end

end ShapeFactor
```

```lean
#print axioms ShapeFactor.shapeFactor_ball
#print axioms ShapeFactor.two_thirds_rule
```

```
'ShapeFactor.shapeFactor_ball' depends on axioms: [propext, Classical.choice, Quot.sound]
'ShapeFactor.two_thirds_rule' depends on axioms: [propext, Classical.choice, Quot.sound]
```

## Reading the statements

`Space` is `EuclideanSpace ℝ (Fin 3)`, whose norm is the Euclidean length, and `volume` is Lebesgue measure. `cellAvg`, `secondMoment`, `shapeFactor` and `scaling` are ⟨f⟩, M, c and s. In `shapeFactor` the numbers α and L are free arguments, tied to the cell only through the hypotheses of each theorem. `cuboid` is closed and `ball 0 R` is open. `ballEnergy` is the average of (Q − 1)/r with Q written as a ratio of two ball volumes, and `ballMadelung` is −2LE.

`moment_cuboid` gives V and M for positive edges. `shapeFactor_cube` assumes L > 0 and `α ∈ Icc (2.837 : ℝ) 2.838` and concludes M = L²/4, c = −π/(3α) and both strict bounds. `madelung_ball` gives E and α for R > 0 and any real L. `shapeFactor_ball` assumes R > 0 and that L³ equals the ball volume, and concludes c = −1/3. `two_thirds_rule` assumes L > 0, R > 0, equal volumes of cube and ball, and the same interval for the cube's α. Its two `Tendsto` statements along `atTop` are the limits for real ε → ∞, and its third part is the bound 0.036.

## How the proof follows the derivation

`integral_cuboid` moves an integral from the cuboid to `box`, the product of intervals, along the measure-preserving map to coordinates. `integral_box_monomial` writes the restricted measure as a product measure, factorises with `integral_fintype_prod_eq_prod` and evaluates each factor with `integral_pow`. `moment_cuboid` applies it to the exponents (0,0,0), (2,0,0), (0,2,0) and (0,0,2); splitting the integral of r² by `integral_add` needs each xⱼ² integrable, which follows from continuity on the compact box. In `shapeFactor_cube` the two decimal comparisons are `linarith` calls with `Real.pi_lt_d4` and `Real.pi_gt_d4`.

`ball_volume` converts Mathlib's volume formula to the real number 4πR³/3. `cellAvg_ball` is the spherical-coordinate step: `integral_fun_norm_addHaar` is applied to f cut off at R, and its prefactor, the dimension 3 times the unit-ball volume, is the 4π. `moment_ball` takes f = r². `madelung_ball` shows that the radial integrand equals r⁴/R³ − r on [0, R] and integrates the two terms; at r = 0, where Lean sets division by zero to 0, both sides vanish, and the `rcases` treats that point separately. `shapeFactor_ball` deduces L ≠ 0, solves the volume condition as π = 3L³/(4R³), and substitutes. `two_thirds_rule` proves s → 1 + c for arbitrary c in `lim` and inserts the two values of c.

## Scope and limits

The cube's α is an input. The interval is meant to bracket the Madelung constant of a simple cubic lattice of point charges in a uniform background, but no lattice or Ewald sum appears in the file, and the bounds hold for every α in the interval. The ball's α is computed, from an energy whose definition already contains the shell theorem; it is not derived from the Coulomb double integral. Balls do not tile space, so the ball is an isolated neutral model cell and not a supercell.

The value 2/3 of the two-thirds rule is exact for the ball in the limit ε → ∞; for the cube the limit is 1 − π/(3α), and at finite ε the factor s differs from its limit by −c/ε. For a general cuboid only V and M are obtained, with no α and so no value of c, and skewed cells are not treated. M is taken about the cell centre, so a routine must average over the cell centred on the defect to reproduce these values. The theorems concern the geometry and arithmetic of c and s. They say nothing on how well the scaled correction removes the finite-size error of a real defect calculation, on anisotropic screening, or on floating-point evaluation.
